# A lower bound on the worst-case error of any force computed from three equally spaced energies

One way to get a force component from energies alone is to displace an atom by a step $h$ each way and use the energies at $-h$, $0$ and $h$, or some of them. Let $f$ be the energy along that coordinate, so that the force is $-f'(0)$. For $M,h>0$, every rule $\Phi$ that infers the slope from these energies satisfies

$$|\Phi(f(-h),f(0),f(h))-f'(0)|\ge Mh^2/6$$

for some cubic $f$ with $|f'''|\le M$ everywhere. In this one-coordinate model, if nothing more is known about the curve, no new formula for the same three energies can guarantee a smaller error.

```lean
import Mathlib

open Polynomial

namespace OptimalDerivativeRecovery

noncomputable section
```

## The third derivative is bounded by $M>0$

Physically, $M$ limits how fast the force constant changes along the coordinate. It is postulated and must come from knowledge of the system. For

$$f(x)=dx^3+px^2+qx+r$$

we have $f'(0)=q$ and $f'''=6d$, so the bound allows $d=\pm M/6$.

In Lean the curve is a real polynomial, and the first argument of `cubic` is the leading coefficient.

```lean
/-- The energy curve `a x³ + b x² + c x + d` as a real polynomial. -/
def cubic (a b c d : ℝ) : ℝ[X] := C a * X ^ 3 + C b * X ^ 2 + C c * X + C d
```

`Admissible` requires degree exactly three as well as the bound.

```lean
/-- An admissible energy curve: a polynomial of degree three whose third derivative
is bounded by `M` everywhere. -/
def Admissible (M : ℝ) (f : ℝ[X]) : Prop :=
  f.natDegree = 3 ∧ ∀ x : ℝ, |(derivative (derivative (derivative f))).eval x| ≤ M
```

Two lemmas compute the value and the slope.

```lean
/-- The value of the cubic energy curve at position `x`. -/
lemma cubic_eval (a b c d x : ℝ) :
    (cubic a b c d).eval x = a * x ^ 3 + b * x ^ 2 + c * x + d := by
  simp [cubic]

/-- The slope of the cubic energy curve at the origin is its linear coefficient. -/
lemma cubic_slope (a b c d : ℝ) : (derivative (cubic a b c d)).eval 0 = c := by
  simp [cubic]
```

The proof uses $M>0$ here: it makes the leading coefficient nonzero, hence the degree three. With $M=0$ there would be no admissible curve; with no bound at all, $d$ and the error could grow without limit.

```lean
/-- A cubic whose leading coefficient has modulus `M / 6` is admissible. -/
lemma cubic_admissible {M a : ℝ} (hM : 0 < M) (ha : |a| = M / 6) (b c d : ℝ) :
    Admissible M (cubic a b c d) := by
  have ha0 : a ≠ 0 := by
    intro h
    rw [h, abs_zero] at ha
    linarith
  refine ⟨natDegree_cubic ha0, fun x => ?_⟩
  have h3 : (derivative (derivative (derivative (cubic a b c d)))).eval x = 6 * a := by
    simp [cubic]
    ring
  rw [h3, abs_mul, ha, abs_of_pos (by norm_num : (0 : ℝ) < 6)]
  linarith
```

## The step $h$ is positive

The displaced geometries must differ from the reference. Call the readings $a=f(-h)$, $b=f(0)$, $c=f(h)$. Then $r=b$ and

$$-dh^3+ph^2-qh+b=a,\qquad dh^3+ph^2+qh+b=c.$$

Adding and subtracting, then dividing by powers of $h$, gives

$$p=\frac{a+c-2b}{2h^2},\qquad q=\frac{c-a}{2h}-dh^2.$$

The readings leave $d$ free, and the slope depends on it. At $h=0$ the three readings would coincide, and unequal values could not be fitted.

The proof supplies these coefficients. `hS` and `hD` clear the denominators, and `linear_combination` adds or subtracts them as above.

```lean
/-- For any three readings and any leading coefficient `d` there are coefficients `p`, `q`, `r`
such that the cubic reproduces the readings, and its slope at the origin is the central
difference minus `d h²`. -/
lemma cubic_through_readings {h : ℝ} (hh : 0 < h) (a b c d : ℝ) :
    ∃ p q r : ℝ, (cubic d p q r).eval (-h) = a ∧ (cubic d p q r).eval 0 = b ∧
      (cubic d p q r).eval h = c ∧
      (derivative (cubic d p q r)).eval 0 = (c - a) / (2 * h) - d * h ^ 2 := by
  have hne : h ≠ 0 := hh.ne'
  have hD : (c - a) / (2 * h) * h = (c - a) / 2 := by field_simp
  have hS : (a + c - 2 * b) / (2 * h ^ 2) * h ^ 2 = (a + c - 2 * b) / 2 := by field_simp
  refine ⟨(a + c - 2 * b) / (2 * h ^ 2), (c - a) / (2 * h) - d * h ^ 2, b, ?_, ?_, ?_, ?_⟩
  · rw [cubic_eval]
    linear_combination hS - hD
  · rw [cubic_eval]
    ring
  · rw [cubic_eval]
    linear_combination hS + hD
  · exact cubic_slope _ _ _ _
```

## The rule sees only three energies

`Φ : ℝ → ℝ → ℝ → ℝ` is any function, linear or not, continuous or not, and it may be designed with $M$ and $h$ in mind. Write $g=\Phi(a,b,c)$ and $\delta=g-(c-a)/(2h)$. Then

$$g-f'(0)=\delta+dh^2.$$

Choose $d=M/6$ if $\delta\ge0$ and $d=-M/6$ if $\delta\le0$. Both terms now have the same sign, so the error is exactly $|\delta|+Mh^2/6$. The case split in the proof makes this choice.

```lean
/-- Whatever slope `g` is inferred from readings `a`, `b`, `c`, some admissible energy curve with
these readings has an error equal to `M h² / 6` plus the distance of `g` from the central
difference. -/
theorem error_for_given_readings {M h : ℝ} (hM : 0 < M) (hh : 0 < h) (a b c g : ℝ) :
    ∃ f : ℝ[X], Admissible M f ∧ f.eval (-h) = a ∧ f.eval 0 = b ∧ f.eval h = c ∧
      |g - (derivative f).eval 0| = |g - (c - a) / (2 * h)| + M * h ^ 2 / 6 := by
  have hpos : 0 < M * h ^ 2 / 6 := by positivity
  -- the sign of the cubic term is chosen to push the true slope away from `g`
  rcases le_total 0 (g - (c - a) / (2 * h)) with hg | hg
  · obtain ⟨p, q, r, h1, h2, h3, h4⟩ := cubic_through_readings hh a b c (M / 6)
    refine ⟨cubic (M / 6) p q r,
      cubic_admissible hM (abs_of_pos (by positivity)) p q r, h1, h2, h3, ?_⟩
    rw [h4, abs_of_nonneg hg, abs_of_nonneg] <;> linarith
  · obtain ⟨p, q, r, h1, h2, h3, h4⟩ := cubic_through_readings hh a b c (-(M / 6))
    have habs : |-(M / 6)| = M / 6 := by
      rw [abs_neg, abs_of_pos (by positivity)]
    refine ⟨cubic (-(M / 6)) p q r, cubic_admissible hM habs p q r, h1, h2, h3, ?_⟩
    rw [h4, abs_of_nonpos hg, abs_of_nonpos] <;> linarith
```

Zero readings already give the main bound, since $|\delta|\ge0$.

```lean
/-- Every rule `Φ` that infers the slope at the origin from the energies at `-h`, `0`, `h` has an
error of at least `M h² / 6` on some cubic energy curve with third derivative bounded by `M`. -/
theorem three_sample_lower_bound {M h : ℝ} (hM : 0 < M) (hh : 0 < h) (Φ : ℝ → ℝ → ℝ → ℝ) :
    ∃ f : ℝ[X], Admissible M f ∧
      M * h ^ 2 / 6 ≤ |Φ (f.eval (-h)) (f.eval 0) (f.eval h) - (derivative f).eval 0| := by
  obtain ⟨f, hf, h1, h2, h3, h4⟩ := error_for_given_readings hM hh 0 0 0 (Φ 0 0 0)
  refine ⟨f, hf, ?_⟩
  rw [h1, h2, h3, h4]
  exact le_add_of_nonneg_left (abs_nonneg _)
```

If $\Phi$ differs from the central difference at some readings, then $|\delta|>0$ there and the inequality is strict.

```lean
/-- If a rule departs from the central difference on some readings, then an admissible energy
curve with exactly those readings gives it an error strictly above `M h² / 6`. -/
theorem departure_from_central_difference {M h : ℝ} (hM : 0 < M) (hh : 0 < h)
    (Φ : ℝ → ℝ → ℝ → ℝ) {a b c : ℝ} (hΦ : Φ a b c ≠ (c - a) / (2 * h)) :
    ∃ f : ℝ[X], Admissible M f ∧ f.eval (-h) = a ∧ f.eval 0 = b ∧ f.eval h = c ∧
      M * h ^ 2 / 6 < |Φ a b c - (derivative f).eval 0| := by
  obtain ⟨f, hf, h1, h2, h3, h4⟩ := error_for_given_readings hM hh a b c (Φ a b c)
  refine ⟨f, hf, h1, h2, h3, ?_⟩
  rw [h4]
  exact lt_add_of_pos_left _ (abs_pos.mpr (sub_ne_zero.mpr hΦ))
```

For the central difference itself $\delta=0$, so its error on an admissible cubic is $|d|h^2\le Mh^2/6$; this matching upper bound follows from the formula for $q$ but is not stated in the file. If the rule also saw a fourth energy at a distinct point, it could determine the cubic and its slope exactly.

## Each energy is known to within $\varepsilon\ge0$

Here $\varepsilon$ stands for the largest error, of either sign, that each energy may carry, such as the rounding of a printed energy, and not for a statistical spread. Put $s=\varepsilon/h+Mh^2/6$ and

$$f(x)=\frac M6x^3-sx.$$

Then $f(0)=0$ and $f(\pm h)=\mp\varepsilon$, so three zero readings are within tolerance for both $f$ and $-f$, whose slopes are $-s$ and $s$. If $\Phi(0,0,0)\ge0$, take $f$; otherwise take $-f$. The error is at least $s$.

The proof checks the tolerances using `hc`, which says $(\varepsilon/h)h=\varepsilon$. With $\varepsilon<0$ no reading would satisfy them.

```lean
/-- If each energy reading may be off by `ε`, every rule has an error of at least
`ε / h + M h² / 6` for some admissible energy curve and some readings within that tolerance. -/
theorem noisy_lower_bound {M h ε : ℝ} (hM : 0 < M) (hh : 0 < h) (hε : 0 ≤ ε)
    (Φ : ℝ → ℝ → ℝ → ℝ) :
    ∃ f : ℝ[X], Admissible M f ∧ ∃ a b c : ℝ,
      |a - f.eval (-h)| ≤ ε ∧ |b - f.eval 0| ≤ ε ∧ |c - f.eval h| ≤ ε ∧
      ε / h + M * h ^ 2 / 6 ≤ |Φ a b c - (derivative f).eval 0| := by
  have hc : ε / h * h = ε := div_mul_cancel₀ ε hh.ne'
  -- both curves below are compatible with three zero readings
  rcases le_total 0 (Φ 0 0 0) with hg | hg
  · refine ⟨cubic (M / 6) 0 (-(ε / h + M * h ^ 2 / 6)) 0,
      cubic_admissible hM (abs_of_pos (by positivity)) _ _ _, 0, 0, 0, ?_, ?_, ?_, ?_⟩
    · rw [cubic_eval, abs_le]
      constructor <;> nlinarith [hc]
    · rw [cubic_eval, abs_le]
      constructor <;> linarith
    · rw [cubic_eval, abs_le]
      constructor <;> nlinarith [hc]
    · rw [cubic_slope]
      exact le_trans (by linarith) (le_abs_self _)
  · have habs : |-(M / 6)| = M / 6 := by
      rw [abs_neg, abs_of_pos (by positivity)]
    refine ⟨cubic (-(M / 6)) 0 (ε / h + M * h ^ 2 / 6) 0,
      cubic_admissible hM habs _ _ _, 0, 0, 0, ?_, ?_, ?_, ?_⟩
    · rw [cubic_eval, abs_le]
      constructor <;> nlinarith [hc]
    · rw [cubic_eval, abs_le]
      constructor <;> linarith
    · rw [cubic_eval, abs_le]
      constructor <;> nlinarith [hc]
    · rw [cubic_slope]
      exact le_trans (by linarith) (neg_le_abs _)
```

## The reference step satisfies $Mh_0^3=3\varepsilon$

A short step amplifies the energy error, while a long one increases the anharmonic error. Setting the derivative of $\varepsilon/h+Mh^2/6$ to zero gives $Mh^3=3\varepsilon$, which for $\varepsilon>0$ defines a step $h_0>0$. Substituting $\varepsilon=Mh_0^3/3$,

$$\frac{\varepsilon}{h}+\frac{Mh^2}{6}-\frac{Mh_0^2}{2}
=\frac{M(h-h_0)^2(h+2h_0)}{6h}\ge0.$$

Thus $Mh_0^2/2$ bounds the worst-case error from below for every step and every rule. The proof establishes this identity as `key` and combines it with the previous theorem. If $h_0$ were unrelated to $\varepsilon$, the claimed bound could be made arbitrarily large and would fail.

```lean
/-- Let `h₀` be the step with `M h₀³ = 3 ε`. For readings with tolerance `ε`, every step `h` and
every rule leave an error of at least `M h₀² / 2` in some admissible case. -/
theorem noisy_lower_bound_any_step {M h h₀ ε : ℝ} (hM : 0 < M) (hh : 0 < h) (hh₀ : 0 < h₀)
    (hε : M * h₀ ^ 3 = 3 * ε) (Φ : ℝ → ℝ → ℝ → ℝ) :
    ∃ f : ℝ[X], Admissible M f ∧ ∃ a b c : ℝ,
      |a - f.eval (-h)| ≤ ε ∧ |b - f.eval 0| ≤ ε ∧ |c - f.eval h| ≤ ε ∧
      M * h₀ ^ 2 / 2 ≤ |Φ a b c - (derivative f).eval 0| := by
  have hε' : ε = M * h₀ ^ 3 / 3 := by linarith
  have hε0 : 0 ≤ ε := by rw [hε']; positivity
  -- the excess of the error bound at `h` over its value at `h₀`, in a manifestly nonnegative form
  have key : ε / h + M * h ^ 2 / 6 - M * h₀ ^ 2 / 2
      = M * (h - h₀) ^ 2 * (h + 2 * h₀) / (6 * h) := by
    rw [hε']
    field_simp
    ring
  have hnn : 0 ≤ M * (h - h₀) ^ 2 * (h + 2 * h₀) / (6 * h) := by positivity
  obtain ⟨f, hf, a, b, c, h1, h2, h3, h4⟩ := noisy_lower_bound hM hh hε0 Φ
  exact ⟨f, hf, a, b, c, h1, h2, h3, by linarith⟩

end

end OptimalDerivativeRecovery
```

```lean
#print axioms OptimalDerivativeRecovery.three_sample_lower_bound
-- 'OptimalDerivativeRecovery.three_sample_lower_bound' depends on axioms: [propext, Classical.choice, Quot.sound]
#print axioms OptimalDerivativeRecovery.departure_from_central_difference
-- 'OptimalDerivativeRecovery.departure_from_central_difference' depends on axioms: [propext, Classical.choice, Quot.sound]
#print axioms OptimalDerivativeRecovery.noisy_lower_bound_any_step
-- 'OptimalDerivativeRecovery.noisy_lower_bound_any_step' depends on axioms: [propext, Classical.choice, Quot.sound]
```
